# A conserved energy bounds the electric field of the source-free Yee leapfrog scheme when $c\,\Delta t$ times the norm of the discrete curl is below 2

Run an explicit Maxwell solver on a grid with too long a time step, and a field with no source can grow until the numbers overflow. If the solver drives a molecule, the molecule can then absorb energy that no light pulse supplied. The obvious check also misleads: the sum of the squared electric and magnetic fields, taken from the stored arrays, can fluctuate from step to step even in a sound run, because the scheme does not conserve it. This text derives an energy that the scheme does conserve, and a condition on the time step under which this energy controls the electric field.

## The energy that the leapfrog scheme conserves

Let $E_k$ be the vector of electric field values on the grid at time $k\,\Delta t$, and $H_k$ the vector of magnetic field values at time $(k-\tfrac12)\Delta t$. The units make the vacuum constants equal to one. A real matrix $C$ stands for the discrete curl multiplied by the time step, and $J_k$ is the current at time $(k+\tfrac12)\Delta t$, also multiplied by the time step. The scheme is

$$H_{k+1}=H_k-CE_k,\qquad E_{k+1}=E_k+C^{T}H_{k+1}-J_k .$$

Define

$$W_k=|E_k|^2+H_{k+1}\cdot H_k .$$

On a uniform grid this is twice the usual field energy divided by the volume of one grid cell, with the squared magnetic field replaced by the product of its values half a step before and half a step after $E_k$.

To find its change in one step, write the magnetic fields in terms of $H_{k+1}$: $H_{k+2}=H_{k+1}-CE_{k+1}$ and $H_k=H_{k+1}+CE_k$. The magnetic part changes by

$$H_{k+2}\cdot H_{k+1}-H_{k+1}\cdot H_k=-H_{k+1}\cdot C(E_{k+1}+E_k).$$

The electric part changes by

$$|E_{k+1}|^2-|E_k|^2=(E_{k+1}+E_k)\cdot(E_{k+1}-E_k)=(E_{k+1}+E_k)\cdot(C^{T}H_{k+1}-J_k).$$

Since $e\cdot C^{T}h=h\cdot Ce$ for all vectors $e$ and $h$, the curl terms cancel:

$$W_{k+1}-W_k=-(E_{k+1}+E_k)\cdot J_k .$$

This is a discrete Poynting theorem. Halved, it says that the field loses the work done by the average of the old and new electric fields on the current.

## From conservation to a bound

A conserved quantity limits the field only if it cannot be small while the field is large, and the product $H_{k+1}\cdot H_k$ can be negative. Write it as a difference of squares and use $H_{k+1}-H_k=-CE_k$:

$$H_{k+1}\cdot H_k=\tfrac14|H_{k+1}+H_k|^2-\tfrac14|CE_k|^2 .$$

With the operator norm, $|CE_k|\le\|C\|\,|E_k|$, this gives

$$W_k\ge\Bigl(1-\tfrac14\|C\|^2\Bigr)|E_k|^2 .$$

Without current $W_k=W_0$, so for $\|C\|<2$

$$|E_k|^2\le\frac{W_0}{1-\|C\|^2/4}\qquad\text{at every step } k.$$

For a wave along one axis on a ring of $N$ cells, take $(Cv)(i)=s\,(v(i+1)-v(i))$, where the Courant number $s=c\,\Delta t/\Delta x$ is the distance light travels in one time step, in units of the cell width. From $(a-b)^2\le 2a^2+2b^2$ and the fact that a shift around the ring leaves a sum unchanged,

$$|Cv|^2\le s^2\sum_i\bigl(2v(i+1)^2+2v(i)^2\bigr)=4s^2|v|^2 .$$

Hence $|s|<1$ gives $|E_k|^2\le W_0/(1-s^2)$.

At $s=1$ the bound fails on every ring with an even number of cells. Let $v$ alternate between $+1$ and $-1$ from cell to cell. Then $Cv=C^{T}v=-2v$, and the fields

$$E_k=(-1)^k(2k+1)\,v,\qquad H_k=-(-1)^k\,2k\,v$$

solve the scheme without current. Indeed $H_k+2E_k=(-1)^k(2k+2)v=H_{k+1}$, and $E_k-2H_{k+1}=-(-1)^k(2k+3)v=E_{k+1}$. Relative to its start, the electric field has grown by the factor $2k+1$. The energy is nevertheless constant: per cell it is $(2k+1)^2-(2k+2)(2k)=1$.

## The scheme and its energy in Lean

The types `m` and `n` label the magnetic and electric grid points, so `C` may be rectangular; `k` counts the time steps. The opened norm scope makes `‖C‖` the Euclidean operator norm.

```lean
import Mathlib

open Matrix
open scoped Matrix.Norms.L2Operator

namespace YeeLeapfrog

noncomputable section

variable {m n : Type*} [Fintype m] [Fintype n]
```

`Leapfrog C J E H` is the statement that the sequences `E` and `H` obey both update rules at every step. The index of `H` is an integer although the field belongs to a half step: `H k` precedes `E k`, and `H (k + 1)` follows it. The current `J` is an arbitrary sequence, so it may come from a quantum-mechanical propagation of molecules running alongside.

```lean
/-- The leapfrog Yee scheme with curl matrix `C` and current `J`: the magnetic field `H` is
advanced with the curl of `E`, then `E` is advanced with the new `H` and the current. -/
structure Leapfrog (C : Matrix m n ℝ) (J E : ℕ → n → ℝ) (H : ℕ → m → ℝ) : Prop where
  faraday : ∀ k, H (k + 1) = H k - C *ᵥ E k
  ampere : ∀ k, E (k + 1) = E k + Cᵀ *ᵥ H (k + 1) - J k
```

The definition `energy E H k` is $W_k$, without the factor one half of the textbook energy. The symbol `⬝ᵥ` is the dot product.

```lean
/-- The discrete field energy: the square of `E` plus the product of the two magnetic fields
at the neighbouring half steps. -/
def energy (E : ℕ → n → ℝ) (H : ℕ → m → ℝ) (k : ℕ) : ℝ :=
  E k ⬝ᵥ E k + H (k + 1) ⬝ᵥ H k
```

## The Poynting balance and the energy written with squares

The auxiliary statement `adj` says that the two curls are adjoint. The equations `hJ` and `hH` solve the update rules for $J_k$ and $H_k$, so that after substitution only $E_k$, $E_{k+1}$ and $H_{k+1}$ remain. The last command adds `adj` for the new and the old electric field, which is the cancellation of the curl terms above.

For a Maxwell–Schrödinger simulation with a lossless grid field of this form, the balance fixes how much energy the field hands to the molecular current in each step. Whether the molecules gain the same amount depends on how their own equation is discretised.

```lean
/-- Discrete Poynting theorem: in one step the energy changes by minus the work done on the
current by the sum of the old and the new electric field. -/
theorem energy_balance {C : Matrix m n ℝ} {J E : ℕ → n → ℝ} {H : ℕ → m → ℝ}
    (L : Leapfrog C J E H) (k : ℕ) :
    energy E H (k + 1) - energy E H k = -((E (k + 1) + E k) ⬝ᵥ J k) := by
  -- the two curls are adjoint to each other
  have adj : ∀ e : n → ℝ, e ⬝ᵥ Cᵀ *ᵥ H (k + 1) = H (k + 1) ⬝ᵥ C *ᵥ e := by
    intro e
    rw [Matrix.dotProduct_mulVec (H (k + 1)), Matrix.mulVec_transpose, dotProduct_comm]
  have hJ : J k = E k + Cᵀ *ᵥ H (k + 1) - E (k + 1) := by
    rw [L.ampere k]; abel
  have hH : H k = H (k + 1) + C *ᵥ E k := by
    rw [L.faraday k]; abel
  unfold energy
  rw [hJ, L.faraday (k + 1), hH]
  simp only [add_dotProduct, sub_dotProduct, dotProduct_add, dotProduct_sub]
  linear_combination adj (E (k + 1)) + adj (E k) + dotProduct_comm (E (k + 1)) (E k)
    - dotProduct_comm (C *ᵥ E (k + 1)) (H (k + 1))
```

Completing the square needs only the magnetic update. After $H_{k+1}$ is replaced by $H_k-CE_k$, both sides agree up to the order of the factors in one dot product.

```lean
/-- The energy written with squares only: the electric part, reduced by a quarter of the squared
curl of `E`, plus the square of the time-averaged magnetic field. -/
theorem energy_eq_squares {C : Matrix m n ℝ} {J E : ℕ → n → ℝ} {H : ℕ → m → ℝ}
    (L : Leapfrog C J E H) (k : ℕ) :
    energy E H k = E k ⬝ᵥ E k - (C *ᵥ E k) ⬝ᵥ (C *ᵥ E k) / 4
      + (H (k + 1) + H k) ⬝ᵥ (H (k + 1) + H k) / 4 := by
  unfold energy
  rw [L.faraday k]
  simp only [add_dotProduct, sub_dotProduct, dotProduct_add, dotProduct_sub]
  linear_combination (1 / 2) * dotProduct_comm (H k) (C *ᵥ E k)
```

## The lower bound and stability for a general curl matrix

Lean's default norm on plain functions is the largest absolute value of a component, not the Euclidean length. The next lemma therefore passes to Euclidean space through `WithLp.toLp 2` and identifies the squared length there with the dot product.

```lean
/-- The squared Euclidean norm of a grid vector is its dot product with itself. -/
theorem norm_sq_toLp {ι : Type*} [Fintype ι] (w : ι → ℝ) :
    ‖WithLp.toLp 2 w‖ ^ 2 = w ⬝ᵥ w := by
  rw [EuclideanSpace.norm_sq_eq, dotProduct]
  refine Finset.sum_congr rfl fun i _ => ?_
  show ‖w i‖ ^ 2 = w i * w i
  rw [Real.norm_eq_abs, sq_abs, sq]
```

In the lower bound, `hC` is the squared form of $|CE_k|\le\|C\|\,|E_k|$, and `hH` says that the square of the summed magnetic fields is not negative. Inserting both into `energy_eq_squares` gives the claim. It holds with or without current and for any size of `‖C‖`, but it restrains the field only when the prefactor is positive.

```lean
/-- The energy is at least `1 - ‖C‖² / 4` times the square of the electric field, where `‖C‖` is
the Euclidean operator norm of the curl matrix. -/
theorem energy_lower_bound [DecidableEq n] {C : Matrix m n ℝ} {J E : ℕ → n → ℝ}
    {H : ℕ → m → ℝ} (L : Leapfrog C J E H) (k : ℕ) :
    (1 - ‖C‖ ^ 2 / 4) * (E k ⬝ᵥ E k) ≤ energy E H k := by
  have hC : (C *ᵥ E k) ⬝ᵥ (C *ᵥ E k) ≤ ‖C‖ ^ 2 * (E k ⬝ᵥ E k) := by
    rw [← norm_sq_toLp (C *ᵥ E k), ← norm_sq_toLp (E k), ← mul_pow]
    exact pow_le_pow_left₀ (norm_nonneg _)
      (Matrix.l2_opNorm_mulVec C (WithLp.toLp 2 (E k))) 2
  have hH : 0 ≤ (H (k + 1) + H k) ⬝ᵥ (H (k + 1) + H k) :=
    Finset.sum_nonneg fun i _ => mul_self_nonneg _
  rw [energy_eq_squares L k]
  linarith
```

Setting the current to `0` makes the right-hand side of the Poynting balance vanish, and induction over the steps carries the initial value along.

```lean
/-- Without current the discrete energy keeps its initial value. -/
theorem energy_conserved {C : Matrix m n ℝ} {E : ℕ → n → ℝ} {H : ℕ → m → ℝ}
    (L : Leapfrog C 0 E H) (k : ℕ) : energy E H k = energy E H 0 := by
  induction k with
  | zero => rfl
  | succ k ih =>
    have h := energy_balance L k
    rw [Pi.zero_apply, dotProduct_zero] at h
    linarith
```

The hypothesis `‖C‖ < 2` is a limit on the time step, since `C` contains $\Delta t$. It makes the prefactor positive, so the lower bound can be divided by it. For a three-dimensional Yee grid the theorem applies once the norm of that grid's curl matrix, with the time step included, has been shown to be below 2.

```lean
/-- Without current, and if the curl matrix has operator norm below 2, the square of the electric
field is at all steps at most the initial energy divided by `1 - ‖C‖² / 4`. -/
theorem field_bounded [DecidableEq n] {C : Matrix m n ℝ} {E : ℕ → n → ℝ} {H : ℕ → m → ℝ}
    (L : Leapfrog C 0 E H) (hC : ‖C‖ < 2) (k : ℕ) :
    E k ⬝ᵥ E k ≤ energy E H 0 / (1 - ‖C‖ ^ 2 / 4) := by
  have hpos : 0 < 1 - ‖C‖ ^ 2 / 4 := by nlinarith [norm_nonneg C]
  rw [le_div_iff₀ hpos, ← energy_conserved L k, mul_comm]
  exact energy_lower_bound L k
```

## The Courant condition on a ring

The cells are labelled by `ZMod N`, the integers modulo $N$, so that `i + 1` wraps around at the end of the ring. The assumption `NeZero N` in the theorems excludes $N=0$, for which this type would be the infinite set of integers.

```lean
/-- The periodic difference matrix on a ring of `N` cells with Courant number `s`: it takes `v`
to `s` times the difference between the next cell and the present one. -/
def periodicDifference (N : ℕ) (s : ℝ) : Matrix (ZMod N) (ZMod N) ℝ :=
  Matrix.of fun i j => s * ((if j = i + 1 then 1 else 0) - (if j = i then 1 else 0))
```

The matrix entries are turned into the difference formulas used by hand. The transpose takes the difference to the cell on the other side, as the staggered positions of the two fields require.

```lean
/-- The periodic difference matrix acts as a forward difference, and its transpose as a
backward difference with the opposite sign. -/
theorem periodicDifference_mulVec {N : ℕ} [NeZero N] (s : ℝ) (v : ZMod N → ℝ) (i : ZMod N) :
    (periodicDifference N s *ᵥ v) i = s * (v (i + 1) - v i) ∧
      ((periodicDifference N s)ᵀ *ᵥ v) i = s * (v (i - 1) - v i) := by
  have hij : ∀ j : ZMod N, (i = j + 1) ↔ (j = i - 1) := fun j =>
    ⟨fun h => by rw [h, add_sub_cancel_right], fun h => by rw [h, sub_add_cancel]⟩
  constructor
  · simp [periodicDifference, Matrix.mulVec, dotProduct, mul_assoc, sub_mul,
      ← Finset.mul_sum, Finset.sum_sub_distrib]
  · simp [periodicDifference, Matrix.mulVec, dotProduct, mul_assoc, sub_mul,
      ← Finset.mul_sum, Finset.sum_sub_distrib, hij]
```

The stability theorem estimates $|CE_k|^2$ directly instead of computing an operator norm. The step `shift` is the invariance of the sum under rotation of the ring. The `calc` block is the chain of estimates above, and its inequality holds because the difference of the two sides is $s^2(E_k(i+1)+E_k(i))^2$ in each cell. The formula `energy_eq_squares` and energy conservation then finish the argument as in the general case.

```lean
/-- Courant stability on a one-dimensional ring: without current, and for a Courant number `s` of
magnitude below 1, the square of the electric field is at all steps at most the initial energy
divided by `1 - s²`. -/
theorem periodic_field_bounded {N : ℕ} [NeZero N] {s : ℝ} (hs : |s| < 1)
    {E H : ℕ → ZMod N → ℝ} (L : Leapfrog (periodicDifference N s) 0 E H) (k : ℕ) :
    E k ⬝ᵥ E k ≤ energy E H 0 / (1 - s ^ 2) := by
  obtain ⟨h1, h2⟩ := abs_lt.mp hs
  have hpos : 0 < 1 - s ^ 2 := by nlinarith
  -- a shift around the ring does not change the sum of squares
  have shift : ∑ i, E k (i + 1) * E k (i + 1) = ∑ i, E k i * E k i :=
    Equiv.sum_comp (Equiv.addRight (1 : ZMod N)) (fun i => E k i * E k i)
  have hC : (periodicDifference N s *ᵥ E k) ⬝ᵥ (periodicDifference N s *ᵥ E k)
      ≤ 4 * s ^ 2 * (E k ⬝ᵥ E k) := by
    simp only [dotProduct, (periodicDifference_mulVec s (E k) _).1]
    calc ∑ i, s * (E k (i + 1) - E k i) * (s * (E k (i + 1) - E k i))
        ≤ ∑ i, (2 * s ^ 2 * (E k (i + 1) * E k (i + 1)) + 2 * s ^ 2 * (E k i * E k i)) :=
          Finset.sum_le_sum fun i _ => by
            nlinarith [sq_nonneg (s * (E k (i + 1) + E k i))]
      _ = 4 * s ^ 2 * ∑ i, E k i * E k i := by
          rw [Finset.sum_add_distrib, ← Finset.mul_sum, ← Finset.mul_sum, shift]
          ring
  have hH : 0 ≤ (H (k + 1) + H k) ⬝ᵥ (H (k + 1) + H k) :=
    Finset.sum_nonneg fun i _ => mul_self_nonneg _
  rw [le_div_iff₀ hpos, ← energy_conserved L k, energy_eq_squares L k]
  linarith
```

The bound concerns a uniform, lossless, one-dimensional grid without absorbing boundaries. It says that the electric field of the scheme, in exact arithmetic, stays bounded; whether the computed values approach the field of a real light pulse as the grid is refined is a separate question of convergence.

## Linear growth at Courant number one

The final theorem shows that $|s|\le1$ does not suffice for a bound on even rings. To build the alternating mode, the proof maps each cell label to its parity in `ZMod 2`, which is consistent around the ring because $N$ is even. Even cells receive $+1$ and odd cells $-1$; `hv` and `hv'` record the change of sign towards the right and left neighbours. The two sequences given next are those found by hand, and the remaining goals are the two update rules and the magnitude $2k+1$ in every cell. On a ring with an odd number of cells no such alternating mode exists, and the theorem makes no claim there.

```lean
/-- At Courant number 1, on every ring with an even number of cells, there is a run without
current whose electric field has magnitude `2 k + 1` in every cell after `k` steps. -/
theorem courant_one_unbounded {N : ℕ} [NeZero N] (hN : Even N) :
    ∃ E H : ℕ → ZMod N → ℝ, Leapfrog (periodicDifference N 1) 0 E H ∧
      ∀ k i, |E k i| = 2 * k + 1 := by
  -- the mode that alternates in sign from cell to cell
  obtain ⟨v, hv, hv1⟩ : ∃ v : ZMod N → ℝ, (∀ i, v (i + 1) = -v i) ∧ ∀ i, |v i| = 1 := by
    have flip : ∀ a : ZMod 2,
        (if a + 1 = 0 then (1 : ℝ) else -1) = -(if a = 0 then (1 : ℝ) else -1) := by
      intro a
      rcases (by decide : ∀ a : ZMod 2, (a = 0 ∧ a + 1 ≠ 0) ∨ (a ≠ 0 ∧ a + 1 = 0)) a with
        ⟨h, h'⟩ | ⟨h, h'⟩
      · rw [if_neg h', if_pos h]
      · rw [if_pos h', if_neg h, neg_neg]
    refine ⟨fun i => if ZMod.castHom hN.two_dvd (ZMod 2) i = 0 then 1 else -1,
      fun i => ?_, fun i => ?_⟩
    · simp only [map_add, map_one]
      exact flip _
    · dsimp only
      split_ifs <;> simp
  have hv' : ∀ i, v (i - 1) = -v i := by
    intro i
    have h := hv (i - 1)
    rw [sub_add_cancel] at h
    linarith
  refine ⟨fun k i => (-1) ^ k * (2 * k + 1) * v i, fun k i => -((-1) ^ k * (2 * k)) * v i,
    ⟨fun k => ?_, fun k => ?_⟩, fun k i => ?_⟩
  · funext i
    simp only [Pi.sub_apply, (periodicDifference_mulVec _ _ _).1, hv]
    push_cast
    ring
  · funext i
    simp only [Pi.sub_apply, Pi.add_apply, Pi.zero_apply,
      (periodicDifference_mulVec _ _ _).2, hv']
    push_cast
    ring
  · dsimp only
    rw [abs_mul, abs_mul, hv1, abs_pow, abs_neg, abs_one, one_pow, one_mul, mul_one]
    exact abs_of_nonneg (by positivity)

end

end YeeLeapfrog
```

```lean
#print axioms YeeLeapfrog.field_bounded
-- 'YeeLeapfrog.field_bounded' depends on axioms: [propext, Classical.choice, Quot.sound]
#print axioms YeeLeapfrog.periodic_field_bounded
-- 'YeeLeapfrog.periodic_field_bounded' depends on axioms: [propext, Classical.choice, Quot.sound]
#print axioms YeeLeapfrog.courant_one_unbounded
-- 'YeeLeapfrog.courant_one_unbounded' depends on axioms: [propext, Classical.choice, Quot.sound]
```
